# Partial-wave increments of leading order $C(l+\tfrac12)^{-n}$ with $n\ge 2$: $L^{n-1}$ times the truncation error tends to $C/(n-1)$

Let $a_l$ be the contribution of angular momentum $l$ to a correlation energy, and let $E_L=\sum_{l>L}a_l$ be what is lost when the expansion stops at $l=L$. For the $1s^2$ pair of a helium-like atom at second order, the increments fall off as $(l+\tfrac12)^{-4}$, or as $(l+\tfrac12)^{-8}$ with an F12 term. The errors are then said to fall off as $L^{-3}$ and $L^{-7}$. I would like to see this step made rigorous, with the prefactor, and checked by machine. How does it go?

## Bounding the tail by a telescoping sum

Write $m=n-1\ge1$, $b_l=(l+\tfrac12)^{-n}$ and $S_L=\sum_{l>L}b_l$. The first ingredient is, for $y>0$,

$$\frac{m}{(y+1)^{m+1}}\le\frac1{y^m}-\frac1{(y+1)^m}\le\frac{m}{y^{m+1}}.$$

Put $u=1/y$ and $v=1/(y+1)$, so that $v\le u$ and $u-v=uv$. The case $m=0$ is trivial, and

$$u^{m+1}-v^{m+1}=u(u^m-v^m)+u\,v^{m+1}.$$

If the bounds hold for $m$, the right side is at most $mu^{m+2}+u^{m+2}=(m+1)u^{m+2}$ and at least $(m+1)u\,v^{m+1}\ge(m+1)v^{m+2}$, which are the bounds for $m+1$.

Taking $y=l+\tfrac12$ in the right inequality and $y=l-\tfrac12$ in the left one gives

$$\frac1{(l+\frac12)^m}-\frac1{(l+\frac32)^m}\le m\,b_l\le\frac1{(l-\frac12)^m}-\frac1{(l+\frac12)^m}.$$

Summed over $l>L$, both sides telescope:

$$\frac1{(L+\frac32)^m}\le m\,S_L\le\frac1{(L+\frac12)^m}.$$

Multiplying by $L^m/m$ squeezes $L^mS_L$ between two sequences that tend to $1/m$.

For general increments, suppose $a_l(l+\tfrac12)^n\to C$. Given $\delta>0$, $|a_l-Cb_l|\le\tfrac\delta2 b_l$ for all large $l$. Since $L^mS_L\to1/m<2$, eventually

$$L^m|E_L-CS_L|\le\tfrac\delta2L^mS_L<\delta.$$

Hence $L^mE_L\to C/m$. If $C\ne0$, then

$$\frac{E_{2L}}{E_L}=\frac1{2^m}\,\frac{(2L)^mE_{2L}}{L^mE_L}\to\frac1{2^m}.$$

## What the Lean theorems say

`partialWave n l` is $b_l$, and `truncationError a L` is $E_L$, written as a sum over $k\ge0$ of `a (L + 1 + k)`. Lean assigns 0 to a divergent sum, but here convergence is proved: for every $L$ in the model case, and for large $L$ in the general one.

`tendsto_truncationError_partialWave` is the limit for $b_l$, and `tendsto_truncationError` the one for real increments satisfying `ha`, the leading-order condition. `tendsto_truncationError_f12` sets $n=8$ and gives $C/7$; setting $n=4$ in the general theorem gives $C/3$. `tendsto_error_ratio_doubling` is the ratio statement.

The condition `ha` is assumed, not derived from a Hamiltonian. Physically, the exponent reflects how well the expansion, including the F12 term if there is one, describes two electrons close together, with the radial space complete for each $l$.

```lean
import Mathlib

open Filter Topology

namespace PartialWaveTruncation

noncomputable section

/-- The model partial-wave increment `1 / (l + 1/2)^n` at angular momentum `l`. -/
def partialWave (n l : ℕ) : ℝ := 1 / ((l : ℝ) + 1 / 2) ^ n

/-- The truncation error of a partial-wave expansion with increments `a`: the sum of `a l` over
all `l > L`, for increments whose sum converges. -/
def truncationError (a : ℕ → ℝ) (L : ℕ) : ℝ := ∑' k : ℕ, a (L + 1 + k)

theorem partialWave_nonneg (n l : ℕ) : 0 ≤ partialWave n l := by
  unfold partialWave
  positivity

/-- The drop of an inverse power over a unit step lies between the values of
`m / x^(m+1)` at the two ends of the step. -/
theorem inverse_power_step (m : ℕ) {y : ℝ} (hy : 0 < y) :
    m * (1 / (y + 1) ^ (m + 1)) ≤ 1 / y ^ m - 1 / (y + 1) ^ m ∧
      1 / y ^ m - 1 / (y + 1) ^ m ≤ m * (1 / y ^ (m + 1)) := by
  have key : ∀ u v : ℝ, 0 < v → v ≤ u → u - v = u * v → ∀ m : ℕ,
      m * v ^ (m + 1) ≤ u ^ m - v ^ m ∧ u ^ m - v ^ m ≤ m * u ^ (m + 1) := by
    intro u v hv hvu huv m
    have hu : 0 < u := hv.trans_le hvu
    induction m with
    | zero => simp
    | succ m ih =>
      obtain ⟨h1, h2⟩ := ih
      have hp : v ^ (m + 1) ≤ u ^ (m + 1) := pow_le_pow_left₀ hv.le hvu _
      have e : u ^ (m + 1) - v ^ (m + 1) = u * (u ^ m - v ^ m) + u * v ^ (m + 1) := by
        linear_combination v ^ m * huv
      have a1 := mul_le_mul_of_nonneg_left h1 hu.le
      have a2 := mul_le_mul_of_nonneg_left h2 hu.le
      have a3 := mul_le_mul_of_nonneg_left hp hu.le
      have a4 : v * (((m : ℝ) + 1) * v ^ (m + 1)) ≤ u * (((m : ℝ) + 1) * v ^ (m + 1)) :=
        mul_le_mul_of_nonneg_right hvu (by positivity)
      rw [e]
      push_cast
      constructor
      · calc ((m : ℝ) + 1) * v ^ (m + 1 + 1) = v * (((m : ℝ) + 1) * v ^ (m + 1)) := by ring
          _ ≤ u * (((m : ℝ) + 1) * v ^ (m + 1)) := a4
          _ = u * (m * v ^ (m + 1)) + u * v ^ (m + 1) := by ring
          _ ≤ u * (u ^ m - v ^ m) + u * v ^ (m + 1) := by linarith
      · calc u * (u ^ m - v ^ m) + u * v ^ (m + 1)
            ≤ u * (m * u ^ (m + 1)) + u * u ^ (m + 1) := add_le_add a2 a3
          _ = ((m : ℝ) + 1) * u ^ (m + 1 + 1) := by ring
  have huv : 1 / y - 1 / (y + 1) = 1 / y * (1 / (y + 1)) := by
    rw [div_sub_div _ _ hy.ne' (by positivity), div_mul_div_comm]
    congr 1
    ring
  have h := key (1 / y) (1 / (y + 1)) (by positivity)
    (one_div_le_one_div_of_le hy (by linarith)) huv m
  simpa only [one_div_pow] using h

/-- Telescoping bounds on `m` times the sum of the `N` model increments of order `m + 1` that follow
`L`. -/
theorem partial_sum_bounds (m L N : ℕ) :
    1 / ((L : ℝ) + 3 / 2) ^ m - 1 / ((L : ℝ) + N + 3 / 2) ^ m
        ≤ m * ∑ k ∈ Finset.range N, partialWave (m + 1) (L + 1 + k) ∧
      m * ∑ k ∈ Finset.range N, partialWave (m + 1) (L + 1 + k)
        ≤ 1 / ((L : ℝ) + 1 / 2) ^ m - 1 / ((L : ℝ) + N + 1 / 2) ^ m := by
  induction N with
  | zero => simp
  | succ N ih =>
    obtain ⟨h1, h2⟩ := ih
    have e : partialWave (m + 1) (L + 1 + N) = 1 / ((L : ℝ) + N + 3 / 2) ^ (m + 1) := by
      unfold partialWave
      push_cast
      congr 2
      ring
    have e1 : (L : ℝ) + N + 1 / 2 + 1 = L + N + 3 / 2 := by ring
    have e2 : (L : ℝ) + (N + 1 : ℕ) + 3 / 2 = L + N + 3 / 2 + 1 := by push_cast; ring
    have e3 : (L : ℝ) + (N + 1 : ℕ) + 1 / 2 = L + N + 3 / 2 := by push_cast; ring
    have g1 := (inverse_power_step m (y := (L : ℝ) + N + 3 / 2) (by positivity)).2
    have g2 := (inverse_power_step m (y := (L : ℝ) + N + 1 / 2) (by positivity)).1
    rw [e1] at g2
    rw [Finset.sum_range_succ, mul_add, e, e2, e3]
    constructor <;> linarith

/-- The model increments of order `m + 1 ≥ 2` beyond any `L` have a convergent sum. -/
theorem summable_partialWave {m : ℕ} (hm : 1 ≤ m) (L : ℕ) :
    Summable fun k : ℕ => partialWave (m + 1) (L + 1 + k) := by
  have hm' : (0 : ℝ) < m := by exact_mod_cast hm
  refine summable_of_sum_range_le (c := 1 / ((L : ℝ) + 1 / 2) ^ m / m)
    (fun k => partialWave_nonneg _ _) (fun N => ?_)
  rw [le_div_iff₀ hm']
  have h := (partial_sum_bounds m L N).2
  have h0 : 0 ≤ 1 / ((L : ℝ) + N + 1 / 2) ^ m := by positivity
  linarith

/-- For the model increments of order `m + 1 ≥ 2`, lower and upper bounds on `m` times the
truncation error at every `L`. -/
theorem truncationError_bounds {m : ℕ} (hm : 1 ≤ m) (L : ℕ) :
    1 / ((L : ℝ) + 3 / 2) ^ m ≤ m * truncationError (partialWave (m + 1)) L ∧
      m * truncationError (partialWave (m + 1)) L ≤ 1 / ((L : ℝ) + 1 / 2) ^ m := by
  have T := (summable_partialWave hm L).hasSum.tendsto_sum_nat.const_mul (m : ℝ)
  have t : Tendsto (fun N : ℕ => (L : ℝ) + N + 3 / 2) atTop atTop :=
    tendsto_atTop_add_const_right _ _
      (tendsto_atTop_add_const_left _ _ tendsto_natCast_atTop_atTop)
  have t2 : Tendsto (fun N : ℕ => 1 / ((L : ℝ) + N + 3 / 2) ^ m) atTop (𝓝 0) := by
    simp only [one_div]
    exact tendsto_inv_atTop_zero.comp ((tendsto_pow_atTop (by omega)).comp t)
  have t3 := t2.const_sub (1 / ((L : ℝ) + 3 / 2) ^ m)
  rw [sub_zero] at t3
  refine ⟨le_of_tendsto_of_tendsto' t3 T fun N => (partial_sum_bounds m L N).1,
    le_of_tendsto' T fun N => ?_⟩
  have h := (partial_sum_bounds m L N).2
  have h0 : 0 ≤ 1 / ((L : ℝ) + N + 1 / 2) ^ m := by positivity
  linarith

/-- For increments `(l + 1/2)^(-n)` with `n ≥ 2`, the truncation error times `L^(n-1)` tends
to `1/(n-1)`. -/
theorem tendsto_truncationError_partialWave {n : ℕ} (hn : 2 ≤ n) :
    Tendsto (fun L : ℕ => (L : ℝ) ^ (n - 1) * truncationError (partialWave n) L) atTop
      (𝓝 (1 / ((n : ℝ) - 1))) := by
  obtain ⟨m, rfl⟩ : ∃ m, n = m + 1 := ⟨n - 1, by omega⟩
  have hm : 1 ≤ m := by omega
  have hm' : (0 : ℝ) < m := by exact_mod_cast hm
  have hc : ((m + 1 : ℕ) : ℝ) - 1 = m := by push_cast; ring
  simp only [hc, Nat.add_sub_cancel]
  have r : ∀ c : ℝ, Tendsto (fun L : ℕ => ((L : ℝ) / (L + c)) ^ m / m) atTop
      (𝓝 (1 / (m : ℝ))) := by
    intro c
    have h := ((tendsto_natCast_div_add_atTop c).pow m).div_const (m : ℝ)
    rwa [one_pow] at h
  -- squeeze between the two explicit bounds
  refine tendsto_of_tendsto_of_tendsto_of_le_of_le (r (3 / 2)) (r (1 / 2))
    (fun L => ?_) (fun L => ?_)
  · have h := mul_le_mul_of_nonneg_left (truncationError_bounds hm L).1
      (by positivity : (0 : ℝ) ≤ (L : ℝ) ^ m)
    change ((L : ℝ) / (L + 3 / 2)) ^ m / m ≤ _
    rw [div_le_iff₀ hm', div_pow, div_eq_mul_one_div]
    linarith
  · have h := mul_le_mul_of_nonneg_left (truncationError_bounds hm L).2
      (by positivity : (0 : ℝ) ≤ (L : ℝ) ^ m)
    change _ ≤ ((L : ℝ) / (L + 1 / 2)) ^ m / m
    rw [le_div_iff₀ hm', div_pow, div_eq_mul_one_div ((L : ℝ) ^ m)]
    linarith

/-- If the increments behave as `C (l + 1/2)^(-n)` to leading order, with `n ≥ 2`, then the
truncation error times `L^(n-1)` tends to `C/(n-1)`. -/
theorem tendsto_truncationError {n : ℕ} (hn : 2 ≤ n) {a : ℕ → ℝ} {C : ℝ}
    (ha : Tendsto (fun l : ℕ => a l * ((l : ℝ) + 1 / 2) ^ n) atTop (𝓝 C)) :
    Tendsto (fun L : ℕ => (L : ℝ) ^ (n - 1) * truncationError a L) atTop
      (𝓝 (C / ((n : ℝ) - 1))) := by
  have lim := tendsto_truncationError_partialWave hn
  have hn' : (2 : ℝ) ≤ n := by exact_mod_cast hn
  have h2 : 1 / ((n : ℝ) - 1) < 2 := by
    rw [div_lt_iff₀ (by linarith)]
    linarith
  have d : Tendsto (fun L : ℕ => (L : ℝ) ^ (n - 1) * truncationError a L
      - C * ((L : ℝ) ^ (n - 1) * truncationError (partialWave n) L)) atTop (𝓝 0) := by
    rw [Metric.tendsto_nhds]
    intro δ hδ
    obtain ⟨K, hK⟩ := eventually_atTop.1 (Metric.tendsto_nhds.1 ha (δ / 2) (by positivity))
    filter_upwards [eventually_ge_atTop K, lim.eventually_lt_const h2] with L hL hE
    have hb : Summable fun k : ℕ => partialWave n (L + 1 + k) := by
      have h := summable_partialWave (m := n - 1) (by omega) L
      rwa [Nat.sub_add_cancel (by omega : 1 ≤ n)] at h
    -- beyond `K` each increment differs from `C` times the model by at most `δ / 2` times the model
    have hd : ∀ k : ℕ, ‖a (L + 1 + k) - C * partialWave n (L + 1 + k)‖
        ≤ δ / 2 * partialWave n (L + 1 + k) := by
      intro k
      have h := (hK (L + 1 + k) (by omega)).le
      rw [Real.dist_eq] at h
      have hx : 0 < (((L + 1 + k : ℕ) : ℝ) + 1 / 2) ^ n := by positivity
      have hq : (((L + 1 + k : ℕ) : ℝ) + 1 / 2) ^ n * partialWave n (L + 1 + k) = 1 :=
        mul_one_div_cancel hx.ne'
      have e : a (L + 1 + k) - C * partialWave n (L + 1 + k)
          = (a (L + 1 + k) * (((L + 1 + k : ℕ) : ℝ) + 1 / 2) ^ n - C)
            * partialWave n (L + 1 + k) := by
        linear_combination (-(a (L + 1 + k))) * hq
      rw [e, norm_mul, Real.norm_eq_abs, Real.norm_of_nonneg (partialWave_nonneg _ _)]
      exact mul_le_mul_of_nonneg_right h (partialWave_nonneg _ _)
    have hs : Summable fun k : ℕ => a (L + 1 + k) - C * partialWave n (L + 1 + k) :=
      Summable.of_norm_bounded (g := fun k : ℕ => δ / 2 * partialWave n (L + 1 + k))
        (hb.mul_left (δ / 2)) hd
    have hD := tsum_of_norm_bounded (hb.hasSum.mul_left (δ / 2)) hd
    have hEa : truncationError a L = (∑' k : ℕ, (a (L + 1 + k) - C * partialWave n (L + 1 + k)))
        + C * truncationError (partialWave n) L := by
      unfold truncationError
      rw [← tsum_mul_left, ← hs.tsum_add (hb.mul_left C)]
      exact tsum_congr fun k => by ring
    have e2 : (L : ℝ) ^ (n - 1) * truncationError a L
        - C * ((L : ℝ) ^ (n - 1) * truncationError (partialWave n) L)
        = (L : ℝ) ^ (n - 1) * ∑' k : ℕ, (a (L + 1 + k) - C * partialWave n (L + 1 + k)) := by
      rw [hEa]
      ring
    rw [Real.dist_eq, sub_zero, e2, abs_mul,
      abs_of_nonneg (by positivity : (0 : ℝ) ≤ (L : ℝ) ^ (n - 1))]
    calc _ ≤ (L : ℝ) ^ (n - 1) * (δ / 2 * truncationError (partialWave n) L) :=
          mul_le_mul_of_nonneg_left hD (by positivity)
      _ = δ / 2 * ((L : ℝ) ^ (n - 1) * truncationError (partialWave n) L) := by ring
      _ < δ / 2 * 2 := mul_lt_mul_of_pos_left hE (by positivity)
      _ = δ := by ring
  have s := d.add (lim.const_mul C)
  have hl : C / ((n : ℝ) - 1) = 0 + C * (1 / ((n : ℝ) - 1)) := by ring
  rw [hl]
  exact s.congr fun L => by ring

/-- Increments of leading order `C (l + 1/2)^(-8)` give a truncation error whose product with `L^7`
tends to `C/7`. -/
theorem tendsto_truncationError_f12 {a : ℕ → ℝ} {C : ℝ}
    (ha : Tendsto (fun l : ℕ => a l * ((l : ℝ) + 1 / 2) ^ 8) atTop (𝓝 C)) :
    Tendsto (fun L : ℕ => (L : ℝ) ^ 7 * truncationError a L) atTop (𝓝 (C / 7)) := by
  have e : C / 7 = C / (((8 : ℕ) : ℝ) - 1) := by norm_num
  rw [e]
  exact tendsto_truncationError (n := 8) (by norm_num) ha

/-- For increments of leading order `C (l + 1/2)^(-n)` with `C ≠ 0` and `n ≥ 2`, doubling `L`
multiplies the truncation error by a factor that tends to `1/2^(n-1)`. -/
theorem tendsto_error_ratio_doubling {n : ℕ} (hn : 2 ≤ n) {a : ℕ → ℝ} {C : ℝ} (hC : C ≠ 0)
    (ha : Tendsto (fun l : ℕ => a l * ((l : ℝ) + 1 / 2) ^ n) atTop (𝓝 C)) :
    Tendsto (fun L : ℕ => truncationError a (2 * L) / truncationError a L) atTop
      (𝓝 (1 / 2 ^ (n - 1))) := by
  have t := tendsto_truncationError hn ha
  have hn' : (2 : ℝ) ≤ n := by exact_mod_cast hn
  have hne : C / ((n : ℝ) - 1) ≠ 0 := div_ne_zero hC (by linarith)
  have h2 : Tendsto (fun L : ℕ => 2 * L) atTop atTop :=
    tendsto_atTop_mono (fun L => (by omega : L ≤ 2 * L)) tendsto_id
  have q := ((t.comp h2).div t hne).div_const ((2 : ℝ) ^ (n - 1))
  rw [div_self hne] at q
  refine q.congr' ?_
  filter_upwards [eventually_gt_atTop 0] with L hL
  have hL' : (0 : ℝ) < L := by exact_mod_cast hL
  have hx : (2 : ℝ) ^ (n - 1) * (L : ℝ) ^ (n - 1) ≠ 0 := by positivity
  change (((2 * L : ℕ) : ℝ) ^ (n - 1) * truncationError a (2 * L))
    / ((L : ℝ) ^ (n - 1) * truncationError a L) / 2 ^ (n - 1) = _
  have e : (L : ℝ) ^ (n - 1) * truncationError a L * 2 ^ (n - 1)
      = 2 ^ (n - 1) * (L : ℝ) ^ (n - 1) * truncationError a L := by ring
  rw [Nat.cast_mul, Nat.cast_ofNat, mul_pow, div_div, e, mul_div_mul_left _ _ hx]

end

end PartialWaveTruncation
```

```lean
#print axioms PartialWaveTruncation.tendsto_truncationError_partialWave
#print axioms PartialWaveTruncation.tendsto_truncationError_f12
#print axioms PartialWaveTruncation.tendsto_error_ratio_doubling
```

```
'PartialWaveTruncation.tendsto_truncationError_partialWave' depends on axioms: [propext, Classical.choice, Quot.sound]
'PartialWaveTruncation.tendsto_truncationError_f12' depends on axioms: [propext, Classical.choice, Quot.sound]
'PartialWaveTruncation.tendsto_error_ratio_doubling' depends on axioms: [propext, Classical.choice, Quot.sound]
```

## How the proof follows the derivation

`inverse_power_step` is the induction in $u$ and $v$. `partial_sum_bounds` telescopes $N$ terms, again by induction. `summable_partialWave` obtains convergence from the bounded partial sums, and `truncationError_bounds` lets $N\to\infty$.

The model limit is then a squeeze. In `tendsto_truncationError`, `hd` is the termwise $\delta/2$ estimate, `tsum_of_norm_bounded` carries it over to the sum, and the final `calc` reaches $\delta$. The doubling theorem divides two limits, which is where $C\neq0$ enters.

## Extrapolation, and two cases that fail

Let $E(L)$ be the correlation energy computed with angular momenta up to $L$, and $E(\infty)$ its limit, so that $E_L=E(\infty)-E(L)$. One common two-point extrapolation takes the leading term for $n=4$ as a model, $E(L)\approx E(\infty)+A\,L^{-3}$, and uses the energies at two values $X<Y$ of $L$ to eliminate $A$:

$$E(\infty)\approx\frac{Y^3E(Y)-X^3E(X)}{Y^3-X^3}.$$

The theorems support the exponent for large $L$ and radially complete increments; finite Gaussian sets also carry a radial error. With correlation-consistent basis sets, $X$ and $Y$ are usually the cardinal numbers (3 for cc-pVTZ), which equal $L$ for carbon but $L+1$ for helium.

With $n=1$, the increments $1/(l+\tfrac12)$ have a divergent sum, so there is no finite truncation error. With $C=0$, the doubling law can fail: $a_l=(l+\tfrac12)^{-5}$ satisfies `ha` for $n=4$, yet its error ratio tends to $1/16$, not $1/8$.
